# The cell-periodic Schrödinger equation for $\psi = e^{ikx}u$

## Question

Let $u$ be a twice differentiable complex function on the real line, $k$ a real wave number, $V(x)$ a potential, $E$ an energy, and $\psi(x) = e^{ikx}u(x)$. In units $\hbar^2/2m = 1$ the claim is that

$$-\psi'' + V\psi = E\psi \ \text{ everywhere} \iff -u'' - 2ik\,u' + k^2u + Vu = Eu \ \text{ everywhere}.$$

Can this be stated and proved in Lean 4 with Mathlib? I would also like to see that the Bloch condition on $\psi$ turns into periodicity of $u$, what a shift of $k$ by a reciprocal lattice vector does, and the empty-lattice energies as an example.

## Answer

The equivalence is `schroedinger_iff_cell_equation`. It holds for every complex $V(x)$ and every complex $E$, and it follows from one operator identity, $H(e^{ikx}u) = e^{ikx}H_ku$, where $H$ and $H_k$ are the left-hand sides of the two equations.

### How the physics is encoded

Wave functions are plain functions `ℝ → ℂ`, and every equation is required pointwise at all real $x$. Write $e_k(x) = e^{ikx}$. This is `planeWave k x`, and the product $e_k(x)u(x)$ is `bloch k u x`. The name does not make $u$ periodic: `bloch k u` is defined for any $u$, and periodicity enters only as an explicit condition in the later theorems.

The two operators are

$$H\psi = -\psi'' + V\psi, \qquad H_ku = -u'' - 2ik\,u' + k^2u + Vu,$$

written `hamiltonian V ψ` and `cellHamiltonian k V u`. With $p = -i\,d/dx$, momentum measured as a wave number, `shiftedMomentum k u` is $(p+k)u = -iu' + ku$. In these units $V$ and $E$ have the dimension of $k^2$. The sign convention is fixed by the phase $e^{+ikx}$, which produces $-2ik\,u'$ and $p + k$.

Derivatives are Mathlib's `deriv`, which returns $0$ at a point where the function is not differentiable; the hypothesis `TwiceDifferentiable u`, saying that `u` and `deriv u` are differentiable on the whole line, makes both derivatives in the operators genuine. Continuity of $u''$ is not required. The potential `V : ℝ → ℂ` carries no hypothesis at all: it need not be real, continuous, bounded or periodic, because it only ever multiplies the function value at the same point. The hypothesis on `u` does restrict the solutions, however: where $V$ jumps, as at the edge of a square well, a solution with $\psi \neq 0$ there has a kink in $\psi'$ and is not twice differentiable, so the usual solutions for step potentials are not covered. The wave number `k` is real and `E` is complex.

For the lattice statements, $a$ is a real length, `Function.Periodic u a` means $u(x+a) = u(x)$ for all $x$, and a reciprocal lattice vector is a real $G$ with $Ga = 2\pi n$ for an integer $n$, the hypothesis `hG`. For $a \neq 0$ this is $G = 2\pi n/a$. The value $a = 0$ is allowed; the periodicity conditions are then empty, `hG` forces $n = 0$ and leaves $G$ free, and the theorems remain true.

### Derivation by hand

Step 1, the first derivative. For differentiable $u$ the product rule and $e_k' = ik\,e_k$ give

$$(e_ku)' = ik\,e_ku + e_ku' = e_k\,(u' + iku).$$

If $u$ is twice differentiable, then $w = u' + iku$ is differentiable with $w' = u'' + iku'$. So $\psi' = e_kw$ is differentiable by the same rule, and $\psi = e_ku$ is twice differentiable.

Step 2, intertwining. Apply step 1 to $e_kw$:

$$\psi'' = e_k\,(w' + ikw) = e_k\,(u'' + iku' + iku' + i^2k^2u) = e_k\,(u'' + 2ik\,u' - k^2u).$$

Therefore

$$H\psi = -\psi'' + V e_ku = e_k\,(-u'' - 2ik\,u' + k^2u + Vu) = e_k\,H_ku.$$

Step 3, the equivalence. At a point $x$, the equation $H\psi = E\psi$ reads $e_k(x)\,(H_ku)(x) = e_k(x)\,E\,u(x)$. Since $e_k(x) \neq 0$, it holds exactly when $(H_ku)(x) = E\,u(x)$. The equivalence holds point by point, hence also for the statements about all $x$.

Step 4, the square of the shifted momentum. From $\big((p+k)u\big)' = -iu'' + ku'$,

$$(p+k)^2u = -i(-iu'' + ku') + k(-iu' + ku) = -u'' - 2ik\,u' + k^2u,$$

so $H_ku = (p+k)^2u + Vu$.

Step 5, phases and the Bloch condition. For real $q$, $e_k(x)e_q(x) = e_{k+q}(x)$, and $e_k(x+a) = e_k(a)e_k(x)$. For $\psi = e_ku$ the condition $\psi(x+a) = e^{ika}\psi(x)$ reads

$$e_k(a)\,e_k(x)\,u(x+a) = e_k(a)\,e_k(x)\,u(x),$$

and cancelling the two nonzero factors leaves $u(x+a) = u(x)$.

Step 6, the two boundary problems. Start from any twice differentiable $\psi$ and set $u = e_{-k}\psi$. By step 1 it is twice differentiable, and $e_ku = e_0\psi = \psi$. Steps 5 and 3 then show that $\psi$ obeys the Bloch condition and $H\psi = E\psi$ exactly when $u$ has period $a$ and $H_ku = Eu$.

Step 7, the reciprocal shift. If $Ga = 2\pi n$, then $e_G(a) = e^{2\pi in} = 1$. Step 5 at wave number $G$ says that $u$ has period $a$ exactly when $(e_Gu)(x+a) = 1\cdot(e_Gu)(x)$, that is, when $e_Gu$ has period $a$. For the equations, take $\psi = e_{k+G}u = e_k(e_Gu)$. Step 3 at wave number $k+G$ makes $H_{k+G}u = Eu$ equivalent to $H\psi = E\psi$, and step 3 at wave number $k$ makes $H\psi = E\psi$ equivalent to $H_k(e_Gu) = E\,e_Gu$.

Step 8, the empty lattice. For a constant potential $V_0$ the function $u = 1$ is periodic, has $u' = u'' = 0$, and so satisfies $H_{k+G}\,1 = (k+G)^2 + V_0$. Step 7 carries this to $H_ke_G = \big((k+G)^2 + V_0\big)e_G$ with $e_G$ of period $a$. The function $e_G$ has modulus one; normalised on a cell of length $a > 0$ it is $a^{-1/2}e^{iGx}$, with the same energy.

### The Lean file

```lean
import Mathlib

open Complex

namespace CellPeriodicSchroedinger

noncomputable section

/-- The plane wave `exp(i k x)` with real wave number `k`. -/
def planeWave (k x : ℝ) : ℂ := exp (I * k * x)

/-- The product `ψ(x) = exp(i k x) u(x)` for an arbitrary function `u` (no periodicity assumed). -/
def bloch (k : ℝ) (u : ℝ → ℂ) (x : ℝ) : ℂ := planeWave k x * u x

/-- The Schroedinger operator `H ψ = -ψ'' + V ψ` (units `ħ²/2m = 1`). -/
def hamiltonian (V ψ : ℝ → ℂ) (x : ℝ) : ℂ := -deriv (deriv ψ) x + V x * ψ x

/-- The `k`-dependent operator `H_k u = -u'' - 2 i k u' + k² u + V u`. -/
def cellHamiltonian (k : ℝ) (V u : ℝ → ℂ) (x : ℝ) : ℂ :=
  -deriv (deriv u) x - 2 * I * k * deriv u x + (k : ℂ) ^ 2 * u x + V x * u x

/-- The shifted momentum operator `(p + k) u = -i u' + k u`. -/
def shiftedMomentum (k : ℝ) (u : ℝ → ℂ) (x : ℝ) : ℂ := -I * deriv u x + k * u x

/-- `u` and `u'` are differentiable on the whole line. -/
def TwiceDifferentiable (u : ℝ → ℂ) : Prop :=
  Differentiable ℝ u ∧ Differentiable ℝ (deriv u)

/-- For differentiable `u`, `exp(i k x) u` is differentiable with derivative
`exp(i k x) (u' + i k u)`. -/
theorem deriv_bloch (k : ℝ) {u : ℝ → ℂ} (hu : Differentiable ℝ u) :
    Differentiable ℝ (bloch k u) ∧
      deriv (bloch k u) = bloch k (fun x => deriv u x + I * k * u x) := by
  have h : ∀ x, HasDerivAt (bloch k u) (bloch k (fun x => deriv u x + I * k * u x) x) x := by
    intro x
    have h1 : HasDerivAt (fun z : ℂ => exp (I * k * z)) (exp (I * k * x) * (I * k * 1)) (x : ℂ) :=
      ((hasDerivAt_id' (x : ℂ)).const_mul (I * k)).cexp
    have h2 : HasDerivAt (planeWave k) (planeWave k x * (I * k * 1)) x := h1.comp_ofReal
    -- product rule
    have h3 : HasDerivAt (bloch k u)
        (planeWave k x * (I * k * 1) * u x + planeWave k x * deriv u x) x :=
      h2.fun_mul (hu x).hasDerivAt
    exact h3.congr_deriv (by simp only [bloch]; ring)
  exact ⟨fun x => (h x).differentiableAt, funext fun x => (h x).deriv⟩

/-- If `u` is twice differentiable, so is `exp(i k x) u`. -/
theorem twiceDifferentiable_bloch (k : ℝ) {u : ℝ → ℂ} (hu : TwiceDifferentiable u) :
    TwiceDifferentiable (bloch k u) := by
  have hw : Differentiable ℝ (fun x => deriv u x + I * k * u x) := fun x =>
    ((hu.2 x).hasDerivAt.fun_add ((hu.1 x).hasDerivAt.const_mul (I * k))).differentiableAt
  refine ⟨(deriv_bloch k hu.1).1, ?_⟩
  rw [(deriv_bloch k hu.1).2]
  exact (deriv_bloch k hw).1

/-- Intertwining relation `H (exp(i k x) u) = exp(i k x) H_k u` for twice differentiable `u`. -/
theorem hamiltonian_bloch (k : ℝ) (V : ℝ → ℂ) {u : ℝ → ℂ} (hu : TwiceDifferentiable u) :
    hamiltonian V (bloch k u) = bloch k (cellHamiltonian k V u) := by
  have hw : ∀ x, HasDerivAt (fun x => deriv u x + I * k * u x)
      (deriv (deriv u) x + I * k * deriv u x) x := fun x =>
    (hu.2 x).hasDerivAt.fun_add ((hu.1 x).hasDerivAt.const_mul (I * k))
  have hw' : Differentiable ℝ (fun x => deriv u x + I * k * u x) := fun x =>
    (hw x).differentiableAt
  funext x
  simp only [hamiltonian]
  -- each derivative passes the phase as d/dx + i k
  rw [(deriv_bloch k hu.1).2, (deriv_bloch k hw').2]
  simp only [bloch, cellHamiltonian, (hw x).deriv]
  linear_combination (-(planeWave k x * (k : ℂ) ^ 2 * u x)) * I_sq

/-- For twice differentiable `u` (no periodicity assumed) and `ψ = exp(i k x) u`,
`-ψ'' + V ψ = E ψ` holds everywhere exactly when `-u'' - 2 i k u' + k² u + V u = E u` does. -/
theorem schroedinger_iff_cell_equation (k : ℝ) (V : ℝ → ℂ) (E : ℂ) {u : ℝ → ℂ}
    (hu : TwiceDifferentiable u) :
    (∀ x, hamiltonian V (bloch k u) x = E * bloch k u x) ↔
      ∀ x, cellHamiltonian k V u x = E * u x := by
  rw [hamiltonian_bloch k V hu]
  refine forall_congr' fun x => ?_
  -- the phase never vanishes and cancels
  have hne : planeWave k x ≠ 0 := exp_ne_zero _
  simp only [bloch]
  rw [mul_left_comm E, mul_right_inj' hne]

/-- On twice differentiable functions `H_k = (p + k)² + V` with `p = -i d/dx`. -/
theorem cellHamiltonian_eq_shiftedMomentum_sq (k : ℝ) (V : ℝ → ℂ) {u : ℝ → ℂ}
    (hu : TwiceDifferentiable u) (x : ℝ) :
    cellHamiltonian k V u x = shiftedMomentum k (shiftedMomentum k u) x + V x * u x := by
  have h : HasDerivAt (shiftedMomentum k u) (-I * deriv (deriv u) x + k * deriv u x) x :=
    ((hu.2 x).hasDerivAt.const_mul (-I)).fun_add ((hu.1 x).hasDerivAt.const_mul (k : ℂ))
  simp only [shiftedMomentum, cellHamiltonian, h.deriv]
  linear_combination (-deriv (deriv u) x) * I_sq

/-- Multiplying by `exp(i q x)` and then by `exp(i k x)` is multiplying by `exp(i (k + q) x)`. -/
theorem bloch_bloch (k q : ℝ) (u : ℝ → ℂ) : bloch k (bloch q u) = bloch (k + q) u := by
  funext x
  simp only [bloch, planeWave]
  rw [← mul_assoc, ← exp_add]
  congr 2
  push_cast
  ring

/-- `ψ = exp(i k x) u` obeys the Bloch condition `ψ(x + a) = exp(i k a) ψ(x)` exactly when
`u` has period `a`. -/
theorem bloch_condition_iff_periodic (k a : ℝ) (u : ℝ → ℂ) :
    (∀ x, bloch k u (x + a) = planeWave k a * bloch k u x) ↔ Function.Periodic u a := by
  unfold Function.Periodic
  refine forall_congr' fun x => ?_
  have hadd : planeWave k (x + a) = planeWave k a * planeWave k x := by
    simp only [planeWave]
    rw [← exp_add]
    congr 1
    push_cast
    ring
  have h1 : planeWave k a ≠ 0 := exp_ne_zero _
  have h2 : planeWave k x ≠ 0 := exp_ne_zero _
  simp only [bloch]
  rw [hadd, mul_assoc, mul_right_inj' h1, mul_right_inj' h2]

/-- A twice differentiable `ψ` obeys the Bloch condition and `H ψ = E ψ` exactly when
`u = exp(-i k x) ψ` has period `a` and obeys `H_k u = E u`. -/
theorem bloch_problem_iff_periodic_problem (k a : ℝ) (V : ℝ → ℂ) (E : ℂ) {ψ : ℝ → ℂ}
    (hψ : TwiceDifferentiable ψ) :
    ((∀ x, ψ (x + a) = planeWave k a * ψ x) ∧ ∀ x, hamiltonian V ψ x = E * ψ x) ↔
      (Function.Periodic (bloch (-k) ψ) a ∧
        ∀ x, cellHamiltonian k V (bloch (-k) ψ) x = E * bloch (-k) ψ x) := by
  -- exp(i k x) times exp(-i k x) ψ is ψ
  have hback : bloch k (bloch (-k) ψ) = ψ := by
    rw [bloch_bloch]
    funext x
    simp [bloch, planeWave]
  have h1 := bloch_condition_iff_periodic k a (bloch (-k) ψ)
  have h2 := schroedinger_iff_cell_equation k V E (twiceDifferentiable_bloch (-k) hψ)
  rw [hback] at h1 h2
  exact and_congr h1 h2

/-- For a reciprocal lattice vector, `G a = 2 π n`, a twice differentiable `u` has period `a` and
obeys `H_{k+G} u = E u` exactly when `exp(i G x) u` has period `a` and obeys the equation of `H_k`
with the same `E`. -/
theorem reciprocal_shift (k a G : ℝ) (n : ℤ) (hG : G * a = 2 * Real.pi * n) (V : ℝ → ℂ) (E : ℂ)
    {u : ℝ → ℂ} (hu : TwiceDifferentiable u) :
    (Function.Periodic u a ∧ ∀ x, cellHamiltonian (k + G) V u x = E * u x) ↔
      (Function.Periodic (bloch G u) a ∧
        ∀ x, cellHamiltonian k V (bloch G u) x = E * bloch G u x) := by
  have hc : (G : ℂ) * a = 2 * Real.pi * n := by exact_mod_cast hG
  have h1 : planeWave G a = 1 := by
    rw [planeWave, ← exp_int_mul_two_pi_mul_I n]
    congr 1
    linear_combination I * hc
  refine and_congr ?_ ?_
  · rw [← bloch_condition_iff_periodic G a u, h1]
    simp only [one_mul, Function.Periodic]
  · -- both equations describe the same ψ = exp(i (k + G) x) u
    rw [← schroedinger_iff_cell_equation (k + G) V E hu,
      ← schroedinger_iff_cell_equation k V E (twiceDifferentiable_bloch G hu), bloch_bloch]

/-- Empty lattice: for a constant potential `V₀` and `G a = 2 π n`, the function `exp(i G x)` has
period `a` and obeys `H_k u = ((k + G)² + V₀) u`. -/
theorem empty_lattice (k a G : ℝ) (n : ℤ) (hG : G * a = 2 * Real.pi * n) (V₀ : ℂ) :
    Function.Periodic (planeWave G) a ∧
      ∀ x, cellHamiltonian k (fun _ => V₀) (planeWave G) x =
        (((k : ℂ) + G) ^ 2 + V₀) * planeWave G x := by
  have hone : TwiceDifferentiable (fun _ : ℝ => (1 : ℂ)) := by
    refine ⟨differentiable_const _, ?_⟩
    rw [deriv_const']
    exact differentiable_const _
  have hpw : bloch G (fun _ => 1) = planeWave G := by
    funext x
    simp [bloch]
  -- the constant function solves the equation at wave number k + G
  have h := (reciprocal_shift k a G n hG (fun _ => V₀) (((k : ℂ) + G) ^ 2 + V₀) hone).1
    ⟨fun _ => rfl, fun x => by simp [cellHamiltonian]⟩
  rwa [hpw] at h

end

end CellPeriodicSchroedinger
```

```lean
#print axioms CellPeriodicSchroedinger.schroedinger_iff_cell_equation
-- 'CellPeriodicSchroedinger.schroedinger_iff_cell_equation' depends on axioms: [propext, Classical.choice, Quot.sound]
#print axioms CellPeriodicSchroedinger.cellHamiltonian_eq_shiftedMomentum_sq
-- 'CellPeriodicSchroedinger.cellHamiltonian_eq_shiftedMomentum_sq' depends on axioms: [propext, Classical.choice, Quot.sound]
#print axioms CellPeriodicSchroedinger.bloch_problem_iff_periodic_problem
-- 'CellPeriodicSchroedinger.bloch_problem_iff_periodic_problem' depends on axioms: [propext, Classical.choice, Quot.sound]
#print axioms CellPeriodicSchroedinger.empty_lattice
-- 'CellPeriodicSchroedinger.empty_lattice' depends on axioms: [propext, Classical.choice, Quot.sound]
```

### The statements in words

`schroedinger_iff_cell_equation` takes real `k`, any `V`, complex `E` and a twice differentiable `u`. Its left side is $(H\psi)(x) = E\psi(x)$ for all $x$ with $\psi$ equal to `bloch k u`, and its right side is $(H_ku)(x) = Eu(x)$ for all $x$. `hamiltonian_bloch` is the intertwining relation as an equality of functions, and `cellHamiltonian_eq_shiftedMomentum_sq` is step 4 at an arbitrary point. `bloch_bloch` and `bloch_condition_iff_periodic` need no differentiability, since they concern only products of exponentials.

`bloch_problem_iff_periodic_problem` starts from $\psi$ and names the cell part explicitly as `bloch (-k) ψ`. `reciprocal_shift` is an equivalence for one given twice differentiable $u$: the pair of conditions at $k+G$ for $u$ against the pair at $k$ for `bloch G u`, with the same `V` and `E`. `empty_lattice` exhibits one periodic solution for each admissible $G$; it makes no statement that these exhaust the periodic solutions.

None of the equivalences asks for $u \neq 0$. The zero function satisfies both sides for every $E$, so these are statements about solutions of equations. Since $u$ and $e_ku$ vanish at the same points, nonzero solutions correspond to nonzero solutions. For $E$ to be an eigenvalue of $H_k$ on $a$-periodic functions, with $a > 0$, the nonzero $u$ must also have period $a$: without a boundary condition the differential equation can have nonzero solutions for every complex $E$, as it does for constant $V$.

### The proof against the steps by hand

`deriv_bloch` is the product rule of step 1, and `twiceDifferentiable_bloch` is the rest of that step: `hw` shows that $w = u' + iku$ is differentiable, the derivative of `bloch k u` is rewritten as $e_kw$, and `deriv_bloch` is applied once more.

In `hamiltonian_bloch`, `hw` records $w' = u'' + iku'$. The two rewrites pull the phase through the inner and then the outer derivative. What remains is a polynomial identity in which the difference of the two sides is $-e_k(x)\,k^2\,u(x)\,(i^2 + 1)$. The `ring` normalisation treats `I` as an ordinary variable, so the relation `I_sq`, $i^2 = -1$, is supplied through `linear_combination` with the coefficient $-e_k(x)k^2u(x)$. The same move closes step 4, where the difference is $-u''(x)\,(i^2+1)$ and the coefficient is `-deriv (deriv u) x`.

The main theorem rewrites with the intertwining relation, reduces to a single point by `forall_congr'`, moves `E` past the phase with `mul_left_comm E`, and cancels the phase with `mul_right_inj' hne`, where `hne` comes from `exp_ne_zero`. This is step 3. `bloch_condition_iff_periodic` proves the addition law `hadd` and cancels twice in the same way. In `bloch_problem_iff_periodic_problem`, `hback` is $e_k(e_{-k}\psi) = \psi$; rewriting it in the two earlier equivalences and joining them with `and_congr` gives step 6. In `reciprocal_shift`, `h1` is $e_G(a) = 1$, obtained from `exp_int_mul_two_pi_mul_I` and the hypothesis on $Ga$; the second half rewrites both cell equations backwards into Schrödinger equations, and `bloch_bloch` shows that they concern the same $\psi$. `empty_lattice` feeds the constant function into the forward direction of `reciprocal_shift` and identifies `bloch G (fun _ => 1)` with `planeWave G`.

### From `HasDerivAt` to an equality of functions

The statements are written with `deriv`, but the calculus is done with `HasDerivAt f f' x`, the proposition that $f$ is differentiable at $x$ with derivative $f'$ there. Such propositions are assembled like the rules of differentiation. In `deriv_bloch`, `h1` differentiates $z \mapsto e^{ikz}$ in a complex variable $z$, by `hasDerivAt_id'`, `const_mul` and the chain rule `cexp`. Then `h1.comp_ofReal` restricts it to real arguments, which gives the derivative of `planeWave k`. The product rule `h2.fun_mul` yields the value in the form $e_k\,(ik\cdot 1)\,u + e_k\,u'$, and `congr_deriv` replaces that by the factored form once `ring` has matched the two. From the resulting `h x`, differentiability comes by `(h x).differentiableAt` and the value of `deriv` by `(h x).deriv`.

The last line of the lemma applies `funext`, so that the conclusion is an equality of functions, `deriv (bloch k u) = bloch k (fun x => deriv u x + I * k * u x)`. This form is what makes the second derivative accessible. In `deriv (deriv ψ) x` the outer derivative acts on the whole function `deriv ψ`, and its value depends on that function near $x$; knowing $\psi'$ at the single point $x$ would not determine it. With the equality of functions, `rw` replaces the inner derivative outright. The replacement again has the shape `bloch k` applied to a differentiable function, so the same lemma handles the outer derivative, and the rule that each derivative passes the phase as $d/dx + ik$ is proved once and used twice.

### Scope

Bloch's theorem says that for a lattice-periodic potential the eigenstates can be chosen to satisfy the Bloch condition, which rests on $H$ commuting with lattice translations. Periodicity of $V$ is never assumed in the file, and the Bloch condition is one side of an equivalence: the theorems translate between a problem for $\psi$ and a problem for $u$, and apart from the constant potential they produce no solution of either. The setting is one dimension, one particle, a local multiplicative potential and classical solutions on the whole line. Delta potentials, solutions with kinks in $\psi'$, inner products, self-adjointness, reality and discreteness of the energies and the labelling by bands are absent.

For a single electron in a one-dimensional local potential $V$ of period $a > 0$, $H_k = (p+k)^2 + V$ on $a$-periodic functions is one form in which a band structure can be computed on one cell for each $k$, and $(k+G)^2$ is the kinetic energy of the plane wave $e^{i(k+G)x}$ in $\psi$ that comes from the term $e^{iGx}$ in an expansion of $u$. Applying `reciprocal_shift` also with $-G$ would show that the set of energies with nonzero periodic solutions is the same at $k$ and at $k+G$, a consequence that no theorem in the file states.
